# The kinetic energy a Gaussian orbital loses at a plane-wave cutoff is an incomplete gamma integral

If a plane-wave cutoff is judged by how much of an orbital's norm it keeps, the kinetic energy can still be noticeably wrong. The factor $k^2/2$ gives the most weight to the short wavelengths, which are the ones the cutoff removes. For a single fixed orbital $e^{-ar^2}$ with $a>0$ in three dimensions, the missing fraction of the kinetic energy can be calculated. With a cutoff $G_{\max}\ge 0$ on the length of the wave vector, and without rescaling the truncated orbital to unit norm, it is

$$\frac{1}{\Gamma(5/2)}\int_{G_{\max}^2/(2a)}^\infty t^{3/2}e^{-t}\,dt,\qquad \Gamma(5/2)=\frac{3\sqrt\pi}{4}.$$

In atomic units the cutoff energy is $E_{\rm cut}=G_{\max}^2/2$, so the lower limit is $E_{\rm cut}/a$. To keep the lost fraction fixed, the cutoff energy of this one-orbital model must grow in proportion to the exponent $a$.

```lean
import Mathlib

open MeasureTheory Set
open scoped Real

namespace PlaneWaveCutoff

noncomputable section
```

## The orbital, its amplitude and the lost fraction

Positions $\mathbf r$ and wave vectors $\mathbf k$ both live in ordinary Euclidean space.

```lean
/-- Three-dimensional space, used for positions and for wave vectors. -/
abbrev Space := EuclideanSpace ℝ (Fin 3)
```

The amplitude is the Fourier integral

$$A(\mathbf k)=\int e^{-i\mathbf k\cdot\mathbf r}\,e^{-ar^2}\,d^3r .$$

In the code, `inner ℝ k r` is $\mathbf k\cdot\mathbf r$ and `‖r‖` is $r$.

```lean
/-- The plane-wave amplitude of the Gaussian orbital `exp(-a r²)` at wave vector `k`. -/
def amplitude (a : ℝ) (k : Space) : ℂ :=
  ∫ r : Space, Complex.exp (-Complex.I * (inner ℝ k r : ℝ)) * (Real.exp (-a * ‖r‖ ^ 2) : ℝ)
```

The kinetic density is $\tfrac12k^2|A(\mathbf k)|^2$, with $\hbar=m=1$.

```lean
/-- The unnormalised kinetic energy density in wave-vector space, `k²/2` times the squared modulus
of the amplitude. -/
def kineticDensity (a : ℝ) (k : Space) : ℝ := ‖k‖ ^ 2 / 2 * ‖amplitude a k‖ ^ 2
```

The part beyond the cutoff is its integral over $|\mathbf k|>G_{\max}$.

```lean
/-- The unnormalised kinetic energy beyond the cutoff: the integral of the kinetic density over wave
vectors longer than `Gmax`. -/
def kineticAbove (a Gmax : ℝ) : ℝ := ∫ k in {k : Space | Gmax < ‖k‖}, kineticDensity a k
```

Dividing by the integral over all $\mathbf k$ gives the lost fraction.

```lean
/-- The fraction of the kinetic energy lost at the cutoff, for a Gaussian with `a > 0`. -/
def lostFraction (a Gmax : ℝ) : ℝ := kineticAbove a Gmax / ∫ k : Space, kineticDensity a k
```

Neither the orbital nor the Fourier transform is normalised here. For the normalised orbital $(2a/\pi)^{3/4}e^{-ar^2}$ the full kinetic energy is $3a/2$, and the constants cancel in the fraction. Rescaling the truncated orbital to unit norm is a different matter: at any positive cutoff it would make the loss smaller than the fraction defined here. The wave vector is continuous, and $G$ below denotes its length, not a reciprocal-lattice vector. Passing to a periodic cell, where the integral over $\mathbf k$ becomes a sum over reciprocal-lattice vectors, is a further step that the hypotheses do not supply.

## The amplitude is again a Gaussian

The integral factorises over Cartesian components. For one component, completing the square gives

$$-ax^2-ik_xx=-a\Big(x+\frac{ik_x}{2a}\Big)^2-\frac{k_x^2}{4a}.$$

Shifting the contour back to the real axis leaves $\sqrt{\pi/a}\,e^{-k_x^2/(4a)}$. The product of the three factors is

$$A(\mathbf k)=(\pi/a)^{3/2}e^{-k^2/(4a)}.$$

The proof merges the two exponentials into one and applies Mathlib's Gaussian integral with a linear term, whose coefficient here is $-i$.

```lean
/-- For `a > 0` the amplitude of a Gaussian orbital is a Gaussian in the wave vector. -/
theorem amplitude_eq {a : ℝ} (ha : 0 < a) (k : Space) :
    amplitude a k = (((π / a) ^ (3 / 2 : ℝ) * Real.exp (-‖k‖ ^ 2 / (4 * a)) : ℝ) : ℂ) := by
  have h := GaussianFourier.integral_cexp_neg_mul_sq_norm_add (V := Space) (b := (a : ℂ))
    (by simpa using ha) (-Complex.I) k
  have e : amplitude a k = ∫ v : Space, Complex.exp
      (-(a : ℂ) * (‖v‖ : ℂ) ^ 2 + -Complex.I * (inner ℝ k v : ℝ)) := by
    unfold amplitude
    congr 1
    funext r
    rw [Complex.ofReal_exp, ← Complex.exp_add]
    congr 1
    push_cast
    ring
  rw [e, h, finrank_euclideanSpace, Fintype.card_fin, neg_sq, Complex.I_sq, neg_one_mul,
    Complex.ofReal_mul, Complex.ofReal_cpow (by positivity), Complex.ofReal_exp]
  push_cast
  rfl
```

Squaring doubles the exponent and turns the prefactor into $(\pi/a)^3$, so the kinetic density is

$$\frac{(\pi/a)^3}{2}\,k^2e^{-k^2/(2a)}.$$

The steps `h1` and `h2` square the two factors separately.

```lean
/-- For `a > 0` the kinetic density is `k² exp(-k²/(2a))` up to a constant factor. -/
theorem kineticDensity_eq {a : ℝ} (ha : 0 < a) (k : Space) :
    kineticDensity a k = (π / a) ^ 3 / 2 * (‖k‖ ^ 2 * Real.exp (-‖k‖ ^ 2 / (2 * a))) := by
  have hp : 0 < π / a := by positivity
  have h1 : ((π / a) ^ (3 / 2 : ℝ)) ^ 2 = (π / a) ^ 3 := by
    rw [← Real.rpow_natCast, ← Real.rpow_mul hp.le, ← Real.rpow_natCast]
    norm_num
  have h2 : Real.exp (-‖k‖ ^ 2 / (4 * a)) ^ 2 = Real.exp (-‖k‖ ^ 2 / (2 * a)) := by
    rw [← Real.exp_nat_mul]
    congr 1
    push_cast
    ring
  rw [kineticDensity, amplitude_eq ha, Complex.norm_real, Real.norm_eq_abs, sq_abs, mul_pow,
    h1, h2]
  ring
```

## Shells supply the fourth power

A function of $|\mathbf k|$ alone is integrated over shells of area $4\pi G^2$:

$$\int f(|\mathbf k|)\,d^3k=4\pi\int_0^\infty G^2f(G)\,dG.$$

Mathlib's radial formula has the dimension times the volume of the unit ball as its prefactor, which is $3\cdot 4\pi/3=4\pi$.

```lean
/-- The integral of a radial function over wave vectors is a sum over shells of area `4πG²`. -/
theorem integral_shells (f : ℝ → ℝ) :
    ∫ k : Space, f ‖k‖ = 4 * π * ∫ G in Ioi (0 : ℝ), G ^ 2 * f G := by
  have hb : (volume : Measure Space).real (Metric.ball 0 1) = 4 * π / 3 := by
    rw [Measure.real, EuclideanSpace.volume_ball_fin_three, ENNReal.toReal_mul,
      ENNReal.toReal_ofReal (by positivity : (0 : ℝ) ≤ π * 4 / 3)]
    simp only [ENNReal.ofReal_one, one_pow, ENNReal.toReal_one, one_mul]
    ring
  rw [integral_fun_norm_addHaar volume f, hb, finrank_euclideanSpace, Fintype.card_fin]
  simp only [smul_eq_mul, nsmul_eq_mul, Nat.reduceSub]
  push_cast
  ring
```

Take $f$ to be the kinetic density for $G>G_{\max}$ and zero otherwise. The shell area raises $G^2$ to $G^4$, and the constants combine as $4\pi\cdot\tfrac12(\pi/a)^3$:

$$2\pi(\pi/a)^3\int_{G_{\max}}^\infty G^4e^{-G^2/(2a)}\,dG.$$

The indicator function in the proof is this switched-off $f$. Since $G_{\max}\ge0$, the half-lines $G>0$ and $G>G_{\max}$ intersect in the latter.

```lean
/-- For `a > 0` and `Gmax ≥ 0`, the unnormalised kinetic energy beyond the cutoff is `2π(π/a)³`
times the integral of `G⁴ exp(-G²/(2a))` over `G > Gmax`. -/
theorem kineticAbove_eq {a Gmax : ℝ} (ha : 0 < a) (hG : 0 ≤ Gmax) :
    kineticAbove a Gmax =
      2 * π * (π / a) ^ 3 * ∫ G in Ioi Gmax, G ^ 4 * Real.exp (-G ^ 2 / (2 * a)) := by
  have hs : MeasurableSet {k : Space | Gmax < ‖k‖} :=
    measurableSet_lt measurable_const measurable_norm
  let f : ℝ → ℝ := (Ioi Gmax).indicator
    (fun G => (π / a) ^ 3 / 2 * (G ^ 2 * Real.exp (-G ^ 2 / (2 * a))))
  have e : kineticAbove a Gmax = ∫ k : Space, f ‖k‖ := by
    rw [kineticAbove, ← integral_indicator hs]
    congr 1
    funext k
    simp only [f, indicator_apply, Set.mem_ofPred_eq, mem_Ioi, kineticDensity_eq ha]
  -- the shell area raises the power of G from two to four
  have e2 : ∀ G, G ^ 2 * f G = (Ioi Gmax).indicator
      (fun G => (π / a) ^ 3 / 2 * (G ^ 4 * Real.exp (-G ^ 2 / (2 * a)))) G := by
    intro G
    simp only [f, indicator_apply, mem_Ioi]
    split_ifs <;> ring
  rw [e, integral_shells]
  simp only [e2]
  rw [setIntegral_indicator measurableSet_Ioi, Ioi_inter_Ioi, sup_eq_right.2 hG,
    integral_const_mul]
  ring
```

## From wave number to a gamma integral

Put $t=G^2/(2a)$. Then $dt=(G/a)\,dG$ and $G^3=(2at)^{3/2}$, so

$$G^4\,dG=aG^3\,dt=a(2a)^{3/2}\,t^{3/2}\,dt.$$

The proof shows that the map carries $G>G_{\max}$ onto $t>G_{\max}^2/(2a)$ (`himg`), is one-to-one there (`hinj`) and has derivative $G/a$ (`hder`). It then pulls the $t$-integral back to $G$ and compares the integrands.

```lean
/-- The substitution `t = G²/(2a)` in the radial integral, for `a > 0` and `Gmax ≥ 0`. -/
theorem tail_substitution {a Gmax : ℝ} (ha : 0 < a) (hG : 0 ≤ Gmax) :
    ∫ G in Ioi Gmax, G ^ 4 * Real.exp (-G ^ 2 / (2 * a)) =
      a * (2 * a) ^ (3 / 2 : ℝ) *
        ∫ t in Ioi (Gmax ^ 2 / (2 * a)), t ^ (3 / 2 : ℝ) * Real.exp (-t) := by
  have himg : (fun G : ℝ => G ^ 2 / (2 * a)) '' Ioi Gmax = Ioi (Gmax ^ 2 / (2 * a)) := by
    ext t
    constructor
    · rintro ⟨G, hGm, rfl⟩
      have h : Gmax < G := hGm
      show Gmax ^ 2 / (2 * a) < G ^ 2 / (2 * a)
      gcongr
    · intro ht
      have ht0 : Gmax ^ 2 / (2 * a) < t := ht
      have ht' : Gmax ^ 2 < 2 * a * t := by
        have := (div_lt_iff₀ (by positivity)).1 ht0
        linarith
      refine ⟨√(2 * a * t), Real.lt_sqrt_of_sq_lt ht', ?_⟩
      show √(2 * a * t) ^ 2 / (2 * a) = t
      rw [Real.sq_sqrt ((sq_nonneg Gmax).trans ht'.le)]
      field_simp
  have hinj : InjOn (fun G : ℝ => G ^ 2 / (2 * a)) (Ioi Gmax) := by
    intro x hx y hy h
    have h' : x ^ 2 = y ^ 2 := (div_left_inj' (by positivity : 2 * a ≠ 0)).1 h
    exact (sq_eq_sq₀ (hG.trans (le_of_lt hx)) (hG.trans (le_of_lt hy))).1 h'
  have hder : ∀ G ∈ Ioi Gmax,
      HasDerivWithinAt (fun G : ℝ => G ^ 2 / (2 * a)) (G / a) (Ioi Gmax) G := by
    intro G _
    refine (((hasDerivAt_pow 2 G).div_const (2 * a)).congr_deriv ?_).hasDerivWithinAt
    push_cast
    ring
  rw [← himg, integral_image_eq_integral_abs_deriv_smul measurableSet_Ioi hder hinj,
    ← integral_const_mul]
  refine setIntegral_congr_fun measurableSet_Ioi fun G hGm => ?_
  have hG0 : 0 < G := lt_of_le_of_lt hG hGm
  have hp : (G ^ 2 / (2 * a)) ^ (3 / 2 : ℝ) = G ^ 3 / (2 * a) ^ (3 / 2 : ℝ) := by
    rw [Real.div_rpow (sq_nonneg G) (by positivity), ← Real.rpow_natCast G 2,
      ← Real.rpow_mul hG0.le, ← Real.rpow_natCast G 3]
    norm_num
  have hc : (2 * a) ^ (3 / 2 : ℝ) ≠ 0 := by positivity
  simp only [smul_eq_mul]
  rw [abs_of_pos (div_pos hG0 ha), hp, neg_div]
  generalize (2 * a) ^ (3 / 2 : ℝ) = c at hc ⊢
  generalize Real.exp _ = w
  field_simp
```

The complete integral follows for any $r>0$ (now a decay rate, not a distance) from $u=rt$:

$$\int_0^\infty t^{3/2}e^{-rt}\,dt=r^{-5/2}\,\Gamma(5/2).$$

Two uses of $\Gamma(z+1)=z\Gamma(z)$ give $\Gamma(5/2)=\tfrac32\cdot\tfrac12\cdot\sqrt\pi$.

```lean
/-- For `r > 0`, the integral of `t^(3/2) exp(-rt)` over `t > 0` is `(1/r)^(5/2)` times `3√π/4`. -/
theorem complete_integral {r : ℝ} (hr : 0 < r) :
    ∫ t in Ioi (0 : ℝ), t ^ (3 / 2 : ℝ) * Real.exp (-(r * t)) =
      (1 / r) ^ (5 / 2 : ℝ) * (3 * √π / 4) := by
  have hg : Real.Gamma (5 / 2) = 3 * √π / 4 := by
    rw [show (5 / 2 : ℝ) = 1 / 2 + 1 + 1 by norm_num, Real.Gamma_add_one (by norm_num),
      Real.Gamma_add_one (by norm_num), Real.Gamma_one_half_eq]
    ring
  have h := Real.integral_rpow_mul_exp_neg_mul_Ioi (a := 5 / 2) (by norm_num) hr
  rw [hg, show (5 / 2 - 1 : ℝ) = 3 / 2 by norm_num] at h
  exact h
```

## The lost fraction

The integral over all $\mathbf k$ differs from the part beyond a zero cutoff only at $\mathbf k=0$, where the kinetic density vanishes. Both numerator and denominator therefore have the radial form, and $2\pi(\pi/a)^3$ cancels:

$$\frac{\int_{G_{\max}}^\infty G^4e^{-G^2/(2a)}\,dG}{\int_0^\infty G^4e^{-G^2/(2a)}\,dG}.$$

```lean
/-- For `a > 0` and `Gmax ≥ 0`, the lost kinetic fraction is the ratio of the radial integrals
of `G⁴ exp(-G²/(2a))` over `G > Gmax` and over `G > 0`. -/
theorem lostFraction_eq_radial {a Gmax : ℝ} (ha : 0 < a) (hG : 0 ≤ Gmax) :
    lostFraction a Gmax = (∫ G in Ioi Gmax, G ^ 4 * Real.exp (-G ^ 2 / (2 * a))) /
      ∫ G in Ioi (0 : ℝ), G ^ 4 * Real.exp (-G ^ 2 / (2 * a)) := by
  -- the zero wave vector carries no kinetic energy
  have ht : ∫ k : Space, kineticDensity a k = kineticAbove a 0 := by
    refine (setIntegral_eq_integral_of_forall_compl_eq_zero fun k hk => ?_).symm
    have h0 : ‖k‖ = 0 := le_antisymm (not_lt.1 hk) (norm_nonneg k)
    rw [kineticDensity, h0]
    ring
  rw [lostFraction, ht, kineticAbove_eq ha hG, kineticAbove_eq ha le_rfl,
    mul_div_mul_left _ _ (by positivity)]
```

Substituting in both integrals cancels $a(2a)^{3/2}$ as well. The denominator is the complete integral at $r=1$, which the statement writes as `3 * √π / 4`. At $G_{\max}=0$ the fraction is 1.

```lean
/-- For `a > 0` and `Gmax ≥ 0`, the kinetic fraction of `exp(-a r²)` lost at the cutoff is the
integral of `t^(3/2) exp(-t)` over `t > Gmax²/(2a)`, divided by `3√π/4`. -/
theorem lostFraction_eq {a Gmax : ℝ} (ha : 0 < a) (hG : 0 ≤ Gmax) :
    lostFraction a Gmax =
      (∫ t in Ioi (Gmax ^ 2 / (2 * a)), t ^ (3 / 2 : ℝ) * Real.exp (-t)) / (3 * √π / 4) := by
  have h1 := complete_integral one_pos
  simp only [one_mul, div_one, Real.one_rpow] at h1
  rw [lostFraction_eq_radial ha hG, tail_substitution ha hG, tail_substitution ha le_rfl,
    mul_div_mul_left _ _ (by positivity), show (0 : ℝ) ^ 2 / (2 * a) = 0 by simp, h1]
```

## An exponential bound on the loss

Write $x=G_{\max}^2/(2a)$ and choose $0\le s<1$. For $t>x$,

$$e^{-t}=e^{-st}e^{-(1-s)t}\le e^{-sx}e^{-(1-s)t}.$$

Insert this in the tail integral, extend the range to $t>0$, and use the complete integral at $r=1-s$. After division by $\Gamma(5/2)$, the lost fraction is at most

$$e^{-sx}(1-s)^{-5/2}.$$

The `calc` chain follows these steps in the same order. The integrability it needs comes from `complete_integral`: Lean assigns the value zero to a non-integrable function's integral, and this one is positive.

```lean
/-- For `a > 0`, `Gmax ≥ 0` and any `0 ≤ s < 1`, the lost kinetic fraction is at most
`exp(-s Gmax²/(2a)) (1-s)^(-5/2)`. -/
theorem lostFraction_le {a Gmax s : ℝ} (ha : 0 < a) (hG : 0 ≤ Gmax) (hs0 : 0 ≤ s)
    (hs1 : s < 1) :
    lostFraction a Gmax ≤
      Real.exp (-(s * (Gmax ^ 2 / (2 * a)))) * (1 / (1 - s)) ^ (5 / 2 : ℝ) := by
  have hr : 0 < 1 - s := sub_pos.2 hs1
  have hx : 0 ≤ Gmax ^ 2 / (2 * a) := by positivity
  rw [lostFraction_eq ha hG, div_le_iff₀ (by positivity)]
  generalize Gmax ^ 2 / (2 * a) = x at hx ⊢
  have hint : ∀ r : ℝ, 0 < r →
      IntegrableOn (fun t : ℝ => t ^ (3 / 2 : ℝ) * Real.exp (-(r * t))) (Ioi 0) := by
    intro r hr
    refine Integrable.of_integral_ne_zero ?_
    rw [complete_integral hr]
    positivity
  have hsub : Ioi x ⊆ Ioi (0 : ℝ) := Ioi_subset_Ioi hx
  have i1 : IntegrableOn (fun t : ℝ => t ^ (3 / 2 : ℝ) * Real.exp (-t)) (Ioi x) := by
    simpa only [one_mul] using (hint 1 one_pos).mono_set hsub
  calc ∫ t in Ioi x, t ^ (3 / 2 : ℝ) * Real.exp (-t)
      ≤ ∫ t in Ioi x, Real.exp (-(s * x)) *
          (t ^ (3 / 2 : ℝ) * Real.exp (-((1 - s) * t))) := by
        refine setIntegral_mono_on i1 (((hint _ hr).mono_set hsub).const_mul _)
          measurableSet_Ioi fun t ht => ?_
        have hxt : x < t := ht
        -- part of the decay is frozen at its value at the cutoff
        have he : Real.exp (-t) ≤ Real.exp (-(s * x)) * Real.exp (-((1 - s) * t)) := by
          rw [← Real.exp_add]
          exact Real.exp_le_exp.2 (by nlinarith [mul_le_mul_of_nonneg_left hxt.le hs0])
        calc t ^ (3 / 2 : ℝ) * Real.exp (-t)
            ≤ t ^ (3 / 2 : ℝ) * (Real.exp (-(s * x)) * Real.exp (-((1 - s) * t))) :=
              mul_le_mul_of_nonneg_left he (Real.rpow_nonneg (hx.trans hxt.le) _)
          _ = _ := by ring
    _ = Real.exp (-(s * x)) *
          ∫ t in Ioi x, t ^ (3 / 2 : ℝ) * Real.exp (-((1 - s) * t)) := integral_const_mul _ _
    _ ≤ Real.exp (-(s * x)) *
          ∫ t in Ioi (0 : ℝ), t ^ (3 / 2 : ℝ) * Real.exp (-((1 - s) * t)) := by
        refine mul_le_mul_of_nonneg_left (setIntegral_mono_set (hint _ hr) ?_
          (LE.le.eventuallyLE hsub)) (Real.exp_nonneg _)
        exact ae_restrict_of_forall_mem measurableSet_Ioi fun t ht =>
          mul_nonneg (Real.rpow_nonneg (le_of_lt ht) _) (Real.exp_nonneg _)
    _ = _ := by
        rw [complete_integral hr]
        ring

end

end PlaneWaveCutoff
```

```lean
#print axioms PlaneWaveCutoff.kineticAbove_eq
#print axioms PlaneWaveCutoff.lostFraction_le
```

```
'PlaneWaveCutoff.kineticAbove_eq' depends on axioms: [propext, Classical.choice, Quot.sound]
'PlaneWaveCutoff.lostFraction_le' depends on axioms: [propext, Classical.choice, Quot.sound]
```

## The lost norm

Leaving out the factor $k^2/2$ gives the fraction of the norm beyond the cutoff. The radial weight is then $G^2e^{-G^2/(2a)}$, and the same substitution, done here without a formal proof, yields

$$\frac{1}{\Gamma(3/2)}\int_x^\infty t^{1/2}e^{-t}\,dt,\qquad \Gamma(3/2)=\frac{\sqrt\pi}{2}.$$

Integrating by parts shows that the kinetic loss exceeds the norm loss by $x^{3/2}e^{-x}/\Gamma(5/2)$. For this orbital, the norm is therefore the more lenient criterion at every positive cutoff.
